# One ladder-equation root below all Stoner energies, for positive weights and repulsion

A root search for a magnon energy can return the wrong root. Take two spin-flip channels of weight 1/4, band-energy changes 0 and 3, and repulsion 8. Their Stoner energies are 4 and 7, and the ladder equation
\[
1=8\left(\frac{1/4}{4-W}+\frac{1/4}{7-W}\right)
\]
has the roots \(W=1\) and \(W=6\). The second lies between the Stoner energies. Only the first is a magnon below them, and it respects the general bounds: it lies between the smallest band-energy change, 0, and the weighted mean, 3/2.

## The ladder equation as the model

Consider a single band whose energies do not depend on spin. Channel \(k\) flips a majority-spin electron at a fixed momentum transfer. Its weight \(w_k\) is the occupation difference per site between the initial and final states, and \(d_k\) is the band-energy change. With \(M=\sum_k w_k\) and contact repulsion \(U\), the Stoner energy is \(s_k=UM+d_k\), where \(UM\) is the exchange splitting. Write
\[
F(W)=U\sum_k\frac{w_k}{s_k-W}.
\]

In Lean the channels form a finite type `ι`, and `ladderSum` is \(F\). `IsMagnon` requires \(W<s_k\) for every \(k\) and \(F(W)=1\). The ladder equation is taken as given, not derived from a Hamiltonian, and the infinite-system continuum and damping are absent. Unless stated otherwise, \(U>0\) and every \(w_k>0\); channels of zero weight add nothing to \(F\) and are left out.

```lean
import Mathlib

open Finset

namespace MagnonBelowStoner

noncomputable section

variable {ι : Type*} [Fintype ι]

/-- The magnetization: the sum of the weights of all spin-flip channels. -/
def magnetization (w : ι → ℝ) : ℝ := ∑ k, w k

/-- The Stoner energy of channel `k`: exchange splitting `U M` plus band-energy change `d k`. -/
def stonerEnergy (U : ℝ) (w d : ι → ℝ) (k : ι) : ℝ := U * magnetization w + d k

/-- The ladder sum `U ∑ w k / (U M + d k - W)` at energy `W`. -/
def ladderSum (U : ℝ) (w d : ι → ℝ) (W : ℝ) : ℝ :=
  U * ∑ k, w k / (stonerEnergy U w d k - W)

/-- `W` is a magnon energy: it lies below every Stoner energy and the ladder sum there is one. -/
def IsMagnon (U : ℝ) (w d : ι → ℝ) (W : ℝ) : Prop :=
  (∀ k, W < stonerEnergy U w d k) ∧ ladderSum U w d W = 1
```

## At least one channel

`Nonempty ι` says that some spin flip is available. With positive weights it gives \(M>0\), which the bounds need for division by \(M\). Without channels \(F=0\), and there is no magnon.

```lean
variable {U W : ℝ} {w d : ι → ℝ}

/-- With at least one channel and positive weights, the magnetization is positive. -/
theorem magnetization_pos [Nonempty ι] (hw : ∀ k, 0 < w k) : 0 < magnetization w :=
  Finset.sum_pos (fun k _ => hw k) Finset.univ_nonempty
```

## Energy below every Stoner energy

This condition makes the magnon a bound state of the flipped electron and the hole it leaves. If \(W<W'<s_k\) for all \(k\), then \(0<s_k-W'<s_k-W\), so every term grows and \(F(W)<F(W')\). Two different roots are therefore impossible.

```lean
/-- Below the Stoner energies the ladder sum increases strictly with energy. -/
theorem ladderSum_lt [Nonempty ι] (hU : 0 < U) (hw : ∀ k, 0 < w k) {W' : ℝ}
    (h : W < W') (hW' : ∀ k, W' < stonerEnergy U w d k) :
    ladderSum U w d W < ladderSum U w d W' := by
  unfold ladderSum
  refine mul_lt_mul_of_pos_left
    (Finset.sum_lt_sum_of_nonempty Finset.univ_nonempty fun k _ => ?_) hU
  exact div_lt_div_of_pos_left (hw k) (sub_pos.2 (hW' k)) (by linarith)
```

Without the condition, uniqueness fails, as the root 6 shows. The same monotonicity by hand gives a neighbouring result, which the theorems here do not include: between two consecutive distinct Stoner energies \(F\) rises from \(-\infty\) to \(+\infty\), so each such gap holds exactly one further root.

## Positive weights

Positivity means that each initial majority state is fuller than its final minority state. A partially polarised metal can violate this at nonzero momentum transfer. If all weights are negative, \(F<0\) below the Stoner energies and no magnon exists there; with mixed signs the monotonicity argument fails.

If \(c\le d_k\) for all \(k\), then \(s_k-c\ge UM\), hence \(F(c)\le U\sum_k w_k/(UM)=1\).

```lean
/-- At an energy not above any band-energy change, the ladder sum is at most one. -/
theorem ladderSum_le_one [Nonempty ι] (hU : 0 < U) (hw : ∀ k, 0 < w k) {c : ℝ}
    (hc : ∀ k, c ≤ d k) : ladderSum U w d c ≤ 1 := by
  have hM := magnetization_pos hw
  have hM' := hM.ne'
  have hU' := hU.ne'
  -- every denominator is at least the exchange splitting
  have h : ∑ k, w k / (stonerEnergy U w d k - c) ≤ ∑ k, w k / (U * magnetization w) :=
    Finset.sum_le_sum fun k _ => div_le_div_of_nonneg_left (hw k).le (mul_pos hU hM)
      (by unfold stonerEnergy; linarith [hc k])
  have e : ∑ k, w k / (U * magnetization w) = magnetization w / (U * magnetization w) :=
    (Finset.sum_div _ _ _).symm
  rw [e] at h
  calc ladderSum U w d c ≤ U * (magnetization w / (U * magnetization w)) :=
        mul_le_mul_of_nonneg_left h hU.le
    _ = 1 := by field_simp
```

The next identity needs no signs. Put \(x_k=s_k-W\), so \(d_k-W=x_k-UM\) and
\[
\frac{w_k(d_k-W)^2}{x_k}=w_kx_k-2UMw_k+\frac{U^2M^2w_k}{x_k}.
\]
Summing and using \(F(W)=1\), the right side becomes
\[
\Bigl(UM^2+\sum_k w_kd_k-MW\Bigr)-2UM^2+UM^2,
\]
so
\[
MW=\sum_k w_kd_k-\sum_k\frac{w_k(d_k-W)^2}{s_k-W}.
\]
In Lean, `key` is the identity for one channel, and `linear_combination` inserts the ladder equation.

```lean
/-- The magnon energy times the magnetization is the weighted sum of the band-energy changes minus a
sum over the channels: the weight times the squared difference between the band-energy change and
the magnon energy, divided by the distance from the magnon energy to the Stoner energy. -/
theorem magnon_energy_identity (h : IsMagnon U w d W) :
    magnetization w * W = ∑ k, w k * d k
      - ∑ k, w k * (d k - W) ^ 2 / (stonerEnergy U w d k - W) := by
  have key : ∀ k, w k * (d k - W) ^ 2 / (stonerEnergy U w d k - W)
      = w k * d k - W * w k - (U * magnetization w) * w k
        + (U * magnetization w) ^ 2 * (w k / (stonerEnergy U w d k - W)) := by
    intro k
    have hx : stonerEnergy U w d k - W ≠ 0 := (sub_pos.2 (h.1 k)).ne'
    simp only [stonerEnergy] at hx ⊢
    field_simp
    ring
  have h1 : U * ∑ k, w k / (stonerEnergy U w d k - W) = 1 := h.2
  have hS : ∑ k, w k = magnetization w := rfl
  -- sum the channel identities and use the ladder equation once
  rw [Finset.sum_congr rfl fun k _ => key k, Finset.sum_add_distrib, Finset.sum_sub_distrib,
    Finset.sum_sub_distrib, ← Finset.mul_sum, ← Finset.mul_sum, ← Finset.mul_sum, hS]
  linear_combination (U * magnetization w ^ 2) * h1
```

Positive weights also make each term of \(F(W)=1\) at most one, so \(s_k-W\ge Uw_k\).

```lean
/-- The magnon lies below the Stoner energy of each channel by at least `U` times the weight
of that channel. -/
theorem magnon_binding (hU : 0 < U) (hw : ∀ k, 0 < w k) (h : IsMagnon U w d W) (k : ι) :
    U * w k ≤ stonerEnergy U w d k - W := by
  have h1 : w k / (stonerEnergy U w d k - W) ≤ ∑ j, w j / (stonerEnergy U w d j - W) :=
    Finset.single_le_sum (f := fun j => w j / (stonerEnergy U w d j - W))
      (fun j _ => div_nonneg (hw j).le (sub_pos.2 (h.1 j)).le) (Finset.mem_univ k)
  have h2 : U * (w k / (stonerEnergy U w d k - W)) ≤ 1 :=
    (mul_le_mul_of_nonneg_left h1 hU.le).trans_eq h.2
  rwa [← mul_div_assoc, div_le_one (sub_pos.2 (h.1 k))] at h2
```

## Positive repulsion

Repulsion supplies the exchange splitting and binds the magnon. With positive weights, \(U=0\) gives \(F=0\) and \(U<0\) gives \(F<0\) below the Stoner energies, so no root remains there. For \(U>0\), monotonicity settles uniqueness:

```lean
/-- Two magnon energies of the same system coincide. -/
theorem magnon_unique [Nonempty ι] (hU : 0 < U) (hw : ∀ k, 0 < w k) {W' : ℝ}
    (h : IsMagnon U w d W) (h' : IsMagnon U w d W') : W = W' := by
  rcases lt_trichotomy W W' with hlt | heq | hgt
  · have := ladderSum_lt hU hw hlt h'.1
    linarith [h.2, h'.2]
  · exact heq
  · have := ladderSum_lt hU hw hgt h.1
    linarith [h.2, h'.2]
```

For existence, let \(d_{k_0}\) be the smallest \(d_k\) and set \(b=s_{k_0}-Uw_{k_0}\). Then \(b<s_k\) for all \(k\), and \(d_{k_0}\le b\) because \(w_{k_0}\le M\). At \(b\) the \(k_0\) term alone equals one, so \(F(b)\ge1\), while \(F(d_{k_0})\le1\). \(F\) is continuous on \([d_{k_0},b]\), and `intermediate_value_Icc` supplies the root.

A root below \(d_{k_0}\) would give \(F(W)<F(d_{k_0})\le1\), a contradiction. The upper bound follows from the identity, whose subtracted sum is nonnegative. The theorem writes the minimum as `⨅ k, d k`.

```lean
/-- There is exactly one magnon energy below the Stoner energies, and it lies between the
smallest band-energy change and the weighted mean of the band-energy changes. -/
theorem magnon_below_stoner [Nonempty ι] (hU : 0 < U) (hw : ∀ k, 0 < w k) :
    (∃! W, IsMagnon U w d W) ∧ ∀ W, IsMagnon U w d W →
      ⨅ k, d k ≤ W ∧ W ≤ (∑ k, w k * d k) / magnetization w := by
  have hM := magnetization_pos hw
  obtain ⟨k₀, hk₀⟩ := Finite.exists_min d
  have hlow := ladderSum_le_one hU hw hk₀
  have hUM := mul_pos hU hM
  refine ⟨?_, fun W h => ⟨?_, ?_⟩⟩
  · -- existence: the ladder sum passes through one between `d k₀` and `b`
    obtain ⟨b, hb⟩ : ∃ b, b = stonerEnergy U w d k₀ - U * w k₀ := ⟨_, rfl⟩
    have hUw := mul_pos hU (hw k₀)
    have hbelow : ∀ k, b < stonerEnergy U w d k := by
      intro k
      have := hk₀ k
      simp only [stonerEnergy] at hb ⊢
      linarith
    have hwM : w k₀ ≤ magnetization w :=
      Finset.single_le_sum (f := w) (fun j _ => (hw j).le) (Finset.mem_univ k₀)
    have hab : d k₀ ≤ b := by
      have := mul_le_mul_of_nonneg_left hwM hU.le
      simp only [stonerEnergy] at hb
      linarith
    have hhigh : 1 ≤ ladderSum U w d b := by
      have h1 : w k₀ / (stonerEnergy U w d k₀ - b) ≤ ∑ j, w j / (stonerEnergy U w d j - b) :=
        Finset.single_le_sum (f := fun j => w j / (stonerEnergy U w d j - b))
          (fun j _ => div_nonneg (hw j).le (sub_pos.2 (hbelow j)).le) (Finset.mem_univ k₀)
      have h2 : U * (w k₀ / (stonerEnergy U w d k₀ - b)) = 1 := by
        have e : stonerEnergy U w d k₀ - b = U * w k₀ := by linarith
        rw [e, ← mul_div_assoc, div_self hUw.ne']
      exact h2.symm.trans_le (mul_le_mul_of_nonneg_left h1 hU.le)
    have hcont : ContinuousOn (ladderSum U w d) (Set.Icc (d k₀) b) := by
      change ContinuousOn (fun x => U * ∑ k, w k / (stonerEnergy U w d k - x)) _
      refine continuousOn_const.mul (continuousOn_finsetSum _ fun k _ => ?_)
      refine ContinuousOn.div continuousOn_const (by fun_prop) fun x hx => ?_
      exact (sub_pos.2 (hx.2.trans_lt (hbelow k))).ne'
    obtain ⟨W, hW, hW1⟩ := intermediate_value_Icc hab hcont ⟨hlow, hhigh⟩
    have hmag : IsMagnon U w d W := ⟨fun k => hW.2.trans_lt (hbelow k), hW1⟩
    exact ⟨W, hmag, fun W' h' => magnon_unique hU hw h' hmag⟩
  · -- lower bound: below `d k₀` the ladder sum is still smaller than one
    refine (ciInf_le (Set.finite_range d).bddBelow k₀).trans ?_
    by_contra hlt
    have := ladderSum_lt (d := d) hU hw (not_le.1 hlt) (fun k => by
      have := hk₀ k
      unfold stonerEnergy
      linarith)
    linarith [h.2]
  · -- upper bound: the subtracted sum in the energy identity is nonnegative
    rw [le_div_iff₀ hM]
    have h0 : 0 ≤ ∑ k, w k * (d k - W) ^ 2 / (stonerEnergy U w d k - W) :=
      Finset.sum_nonneg fun k _ => div_nonneg (mul_nonneg (hw k).le (sq_nonneg _))
        (sub_pos.2 (h.1 k)).le
    linarith [magnon_energy_identity h]
```

For this finite-channel ladder model, \([d_{k_0},b]\) is a safe numerical bracket. The weighted mean can be a tighter upper end, as in the opening example, where it is 3/2 and \(b=2\), but at weak repulsion it can exceed a Stoner energy. The smaller of the two is always safe.

## Band-energy changes of any sign

The \(d_k\) are unrestricted reals, so \(W\) may be negative, which signals an unstable ferromagnetic state. The upper bound is attained exactly when all \(d_k\) agree: equality forces every squared deviation to vanish, and conversely equal \(d_k\) make the minimum and the mean coincide.

```lean
/-- The magnon energy equals the weighted mean of the band-energy changes exactly when all
band-energy changes are equal. -/
theorem magnon_eq_mean_iff [Nonempty ι] (hU : 0 < U) (hw : ∀ k, 0 < w k)
    (h : IsMagnon U w d W) :
    W = (∑ k, w k * d k) / magnetization w ↔ ∀ k l, d k = d l := by
  have hM := magnetization_pos hw
  constructor
  · intro hmean
    rw [eq_div_iff hM.ne'] at hmean
    have h0 : ∑ k, w k * (d k - W) ^ 2 / (stonerEnergy U w d k - W) = 0 := by
      linarith [magnon_energy_identity h]
    rw [Finset.sum_eq_zero_iff_of_nonneg (fun k _ => div_nonneg
      (mul_nonneg (hw k).le (sq_nonneg _)) (sub_pos.2 (h.1 k)).le)] at h0
    -- each squared deviation vanishes
    have hd : ∀ k, d k = W := by
      intro k
      rcases div_eq_zero_iff.1 (h0 k (Finset.mem_univ k)) with h1 | h1
      · rcases mul_eq_zero.1 h1 with h2 | h2
        · exact absurd h2 (hw k).ne'
        · exact sub_eq_zero.1 (pow_eq_zero_iff (two_ne_zero)|>.1 h2)
      · exact absurd h1 (sub_pos.2 (h.1 k)).ne'
    intro k l
    rw [hd k, hd l]
  · intro hd
    obtain ⟨k₀, -⟩ := Finite.exists_min d
    obtain ⟨hlo, hhi⟩ := (magnon_below_stoner (d := d) hU hw).2 W h
    have hS : ∑ k, w k * d k = magnetization w * d k₀ := by
      unfold magnetization
      rw [Finset.sum_mul]
      exact Finset.sum_congr rfl fun k _ => by rw [hd k k₀]
    have hmean : (∑ k, w k * d k) / magnetization w = d k₀ := by
      rw [hS, mul_div_cancel_left₀ _ hM.ne']
    have hinf : d k₀ ≤ ⨅ k, d k := le_ciInf fun k => (hd k₀ k).le
    exact le_antisymm hhi (hmean.trans_le (hinf.trans hlo))
```

At zero momentum transfer all \(d_k\) vanish. Then \(F(0)=1\), and uniqueness gives \(W=0\): within this model, a uniform spin rotation costs no energy.

```lean
/-- When all band-energy changes vanish, zero is the one and only magnon energy. -/
theorem goldstone_magnon [Nonempty ι] (hU : 0 < U) (hw : ∀ k, 0 < w k) :
    IsMagnon U w (fun _ => 0) W ↔ W = 0 := by
  have hM := magnetization_pos hw
  have hUM := mul_pos hU hM
  have hzero : IsMagnon U w (fun _ => 0) 0 := by
    refine ⟨fun k => by unfold stonerEnergy; linarith, ?_⟩
    have e : ∑ k, w k / (U * magnetization w) = magnetization w / (U * magnetization w) :=
      (Finset.sum_div _ _ _).symm
    simp only [ladderSum, stonerEnergy, add_zero, sub_zero]
    rw [e, ← mul_div_assoc, div_self hUM.ne']
  constructor
  · intro h
    exact magnon_unique hU hw h hzero
  · rintro rfl
    exact hzero

end

end MagnonBelowStoner
```

```lean
#print axioms MagnonBelowStoner.magnon_binding
#print axioms MagnonBelowStoner.magnon_below_stoner
#print axioms MagnonBelowStoner.magnon_eq_mean_iff
#print axioms MagnonBelowStoner.goldstone_magnon
```

```
'MagnonBelowStoner.magnon_binding' depends on axioms: [propext, Classical.choice, Quot.sound]
'MagnonBelowStoner.magnon_below_stoner' depends on axioms: [propext, Classical.choice, Quot.sound]
'MagnonBelowStoner.magnon_eq_mean_iff' depends on axioms: [propext, Classical.choice, Quot.sound]
'MagnonBelowStoner.goldstone_magnon' depends on axioms: [propext, Classical.choice, Quot.sound]
```
